# The 4-2-0 gamma-gamma correlation for pure quadrupole photons: $1+\tfrac{5}{49}P_2+\tfrac{4}{441}P_4$

Suppose two detectors count coincident photons from a nucleus that decays from spin 4 through spin 2 to spin 0, and suppose the second photon is taken to be isotropic relative to the first. The rate at 180° then comes out one sixth higher than at 90°, and the excess is blamed on detector efficiency. It belongs to the nucleus: observing the first photon leaves the spin-2 sublevels unequally populated, and sublevels with different $|m|$ radiate with different patterns.

The correlation below can serve to sample photon directions in a simulation, for pure quadrupole transitions, a spin-4 level whose sublevels are equally populated and mutually incoherent, and an intermediate level left undisturbed until it decays.

```lean
import Mathlib

open Matrix

namespace GammaCascade420

noncomputable section
```

## Legendre polynomials in the cosine

Let the first photon travel along $z$, and let $x$ be the cosine of the angle between the two photons. The correlation is expressed in $P_2(x)=(3x^2-1)/2$ and

```lean
/-- The second Legendre polynomial. -/
def P2 (x : ℝ) : ℝ := (3 * x ^ 2 - 1) / 2
```

$P_4(x)=(35x^4-30x^2+3)/8$.

```lean
/-- The fourth Legendre polynomial. -/
def P4 (x : ℝ) : ℝ := (35 * x ^ 4 - 30 * x ^ 2 + 3) / 8
```

## Populations left by the first photon

The first photon carries angular momentum 2, so spin 4 is assembled from the spin-2 level and the photon. Write the magnetic numbers of these two as $k-2$ and $l-2$, with $k,l=0,\dots,4$; in Lean both indices have type `Fin 5`.

Regard each spin 2 as four spins ½ in a symmetric state. Spin 4 is then the symmetric state of all eight. With $k+l$ spins up, all $\binom{8}{k+l}$ arrangements have equal weight, and $\binom4k\binom4l$ of them have $k$ up in the first four and $l$ up in the last four. The squared Clebsch-Gordan coefficient is therefore
$$\frac{\binom4k\binom4l}{\binom8{k+l}}.$$
The file takes this closed form as its definition.

```lean
/-- Squared Clebsch-Gordan coefficient for coupling spins 2 and 2 to spin 4, with magnetic
numbers `k - 2` and `l - 2`. -/
def coupling (k l : Fin 5) : ℝ :=
  (Nat.choose 4 k.val : ℝ) * (Nat.choose 4 l.val : ℝ) / (Nat.choose 8 (k.val + l.val) : ℝ)
```

A photon along $z$ has angular momentum $\pm1$ about $z$, its helicity, so $l=3$ or $l=1$. The spin-4 sublevels are equally populated and mutually incoherent, and for a given helicity each feeds at most one sublevel $m=k-2$. The spin-2 level is thus described by populations alone, found by adding the two helicities. They are relative and do not sum to one.

```lean
/-- Relative population of the sublevel `m = k - 2` of the spin-2 level after a first quadrupole
photon along the z axis, summed over its two helicities. -/
def population (k : Fin 5) : ℝ := coupling k 3 + coupling k 1
```

## Radiation from a quadrupole tensor

For the second photon, each sublevel has a symmetric traceless tensor $Q$ whose quadratic form $n\cdot Qn$ is a solid harmonic: $(n_0\pm i n_1)^2$ for $m=\pm2$, $2n_2(n_0\pm i n_1)$ for $m=\pm1$, and $2n_2^2-n_0^2-n_1^2$ for $m=0$.

```lean
/-- Quadrupole tensor of the transition from the sublevel `m = k - 2` to a spin-0 level,
up to normalisation. -/
def quadrupole : Fin 5 → Matrix (Fin 3) (Fin 3) ℂ :=
  ![!![1, -Complex.I, 0; -Complex.I, -1, 0; 0, 0, 0],
    !![0, 0, 1; 0, 0, -Complex.I; 1, -Complex.I, 0],
    !![-1, 0, 0; 0, -1, 0; 0, 0, 2],
    !![0, 0, 1; 0, 0, Complex.I; 1, Complex.I, 0],
    !![1, Complex.I, 0; Complex.I, -1, 0; 0, 0, 0]]
```

These tensors have different squared norms $\sum_{ij}|Q_{ij}|^2$, namely 4 for $m=\pm1,\pm2$ and 6 for $m=0$.

```lean
/-- Squared norm of a quadrupole tensor. -/
def strength (Q : Matrix (Fin 3) (Fin 3) ℂ) : ℝ := ∑ i, ∑ j, Complex.normSq (Q i j)
```

Far from the source the field is transverse. Summed over polarisations, the intensity along a unit vector $n$ is
$$I=|Qn|^2-|n\cdot Qn|^2 .$$
This radiation law enters as a definition and is not derived from field equations.

```lean
/-- Quadrupole intensity along the unit vector `n`, summed over polarisations: the squared length
of `Q n` minus that of its component along `n`. -/
def intensity (Q : Matrix (Fin 3) (Fin 3) ℂ) (n : Fin 3 → ℝ) : ℝ :=
  (∑ i, Complex.normSq (∑ j, Q i j * (n j : ℂ)))
    - Complex.normSq (∑ i, (n i : ℂ) * ∑ j, Q i j * (n j : ℂ))
```

All sublevels decay at the same total rate, so $I$ is divided by the squared norm. The factor 4 only fixes the scale.

```lean
/-- Emission from the sublevel `m = k - 2` along `n`, as four times the intensity per unit
strength of the tensor. -/
def emission (k : Fin 5) (n : Fin 3 → ℝ) : ℝ :=
  4 * intensity (quadrupole k) n / strength (quadrupole k)
```

The expected patterns are $6x^2-6x^4$ for $m=0$, $1-3x^2+4x^4$ for $m=\pm1$ and $1-x^4$ for $m=\pm2$.

```lean
/-- The quadrupole pattern of the sublevel `m = k - 2` as a function of the cosine `x` of the
polar angle. -/
def pattern (k : Fin 5) (x : ℝ) : ℝ :=
  ![1 - x ^ 4, 1 - 3 * x ^ 2 + 4 * x ^ 4, 6 * x ^ 2 - 6 * x ^ 4,
    1 - 3 * x ^ 2 + 4 * x ^ 4, 1 - x ^ 4] k
```

For populations $p_k$ the level radiates the incoherent sum $\sum_k p_k\,\mathrm{pattern}_k(x)$.

```lean
/-- Radiation pattern of a spin-2 level with sublevel populations `p`. -/
def radiation (p : Fin 5 → ℝ) (x : ℝ) : ℝ := ∑ k, p k * pattern k x
```

## Coupling weights and population values

Let $M=0,\dots,8$ label the spin-4 sublevel with magnetic number $M-4$. Choosing $M$ spins out of eight means choosing $k$ from the first four and $l=M-k$ from the rest, so $\sum_{k+l=M}\binom4k\binom4l=\binom8M$ and the weights sum to one. The proof evaluates the nine cases.

```lean
/-- For each magnetic number `M - 4` of the spin-4 level the coupling weights sum to one. -/
theorem coupling_normalised (M : Fin 9) :
    ∑ k : Fin 5, ∑ l : Fin 5, (if k.val + l.val = M.val then coupling k l else 0) = 1 := by
  fin_cases M <;> simp [Fin.sum_univ_five, coupling, Nat.choose] <;> norm_num [Nat.choose]
```

Since $\binom43=\binom41=4$, the two helicities contribute $4\binom4k/\binom8{k+3}$ and $4\binom4k/\binom8{k+1}$. The first is $c(m)=4\binom4{2+m}/\binom8{5+m}$. By the symmetry of binomial coefficients the second is $c(-m)$. Lean checks the equality for each of the five values of $k$.

```lean
/-- The population of a sublevel is `c(m) + c(-m)` with
`c(m) = 4 binom(4, 2 + m) / binom(8, 5 + m)`, where `m = k - 2`. -/
theorem population_eq (k : Fin 5) :
    population k = 4 * (Nat.choose 4 k.val : ℝ) / (Nat.choose 8 (k.val + 3) : ℝ)
      + 4 * (Nat.choose 4 (4 - k.val) : ℝ) / (Nat.choose 8 (4 - k.val + 3) : ℝ) := by
  fin_cases k <;> norm_num [population, coupling, Nat.choose]
```

For $m=0$ this gives $\tfrac{24}{56}+\tfrac{24}{56}=\tfrac67$; for $m=\pm1$, $\tfrac{16}{70}+\tfrac{16}{28}=\tfrac45$; for $m=\pm2$, $\tfrac4{56}+\tfrac48=\tfrac47$.

```lean
/-- The populations for `m = -2, -1, 0, 1, 2` are 4/7, 4/5, 6/7, 4/5, 4/7. -/
theorem population_values : population = ![4 / 7, 4 / 5, 6 / 7, 4 / 5, 4 / 7] := by
  ext k
  fin_cases k <;> norm_num [population, coupling, Nat.choose]
```

## The three patterns from the tensors

Put $x=n_2$ and $s^2=n_0^2+n_1^2=1-x^2$.

- For $m=\pm2$: $|Qn|^2=2s^2$ and $|n\cdot Qn|^2=s^4$, so $I=s^2(2-s^2)=1-x^4$.
- For $m=\pm1$: $|Qn|^2=2x^2+s^2$ and $|n\cdot Qn|^2=4x^2s^2$, so $I=1-3x^2+4x^4$.
- For $m=0$: $|Qn|^2=s^2+4x^2$ and $|n\cdot Qn|^2=(3x^2-1)^2$, so $I=9x^2-9x^4$.

Multiplying by $4/4$, $4/4$ and $4/6$ gives the stated patterns. The theorem holds for every real vector $n$ of unit length, which is the hypothesis `hn`. In the proof, `hs` says that the squared norm is nonzero, and `key` is the identity with the denominator cleared. Each of the five `linear_combination` steps inside `key` uses a multiple of $|n|^2=1$, which is the substitution $s^2=1-x^2$; the last one, after the division is cleared, uses `key` itself.

```lean
/-- In every direction `n` the quadrupole tensor of a sublevel radiates with the pattern of that
sublevel, taken at the z component of `n`. -/
theorem emission_eq_pattern (k : Fin 5) (n : Fin 3 → ℝ)
    (hn : n 0 ^ 2 + n 1 ^ 2 + n 2 ^ 2 = 1) : emission k n = pattern k (n 2) := by
  have hs : strength (quadrupole k) ≠ 0 := by
    fin_cases k <;>
      simp [strength, quadrupole, Fin.sum_univ_three, Complex.normSq_apply]
    all_goals norm_num
  -- the two sides differ by a multiple of `|n|² - 1`
  have key : 4 * intensity (quadrupole k) n = strength (quadrupole k) * pattern k (n 2) := by
    fin_cases k <;>
      simp [intensity, strength, quadrupole, pattern, Fin.sum_univ_three, Complex.normSq_apply,
        -mul_eq_mul_left_iff, -mul_eq_mul_right_iff]
    · linear_combination (4 * (n 2 ^ 2 - n 0 ^ 2 - n 1 ^ 2 + 1)) * hn
    · linear_combination (4 * (1 - 4 * n 2 ^ 2)) * hn
    · linear_combination (4 * (5 * n 2 ^ 2 - n 0 ^ 2 - n 1 ^ 2)) * hn
    · linear_combination (4 * (1 - 4 * n 2 ^ 2)) * hn
    · linear_combination (4 * (n 2 ^ 2 - n 0 ^ 2 - n 1 ^ 2 + 1)) * hn
  unfold emission
  rw [div_eq_iff hs]
  linear_combination key
```

## Legendre expansion for any populations

Insert $x^2=\tfrac13+\tfrac23P_2$ and $x^4=\tfrac15+\tfrac47P_2+\tfrac8{35}P_4$ into the patterns:

- $m=0$: $\tfrac45+\tfrac47P_2-\tfrac{48}{35}P_4$
- $m=\pm1$: $\tfrac45+\tfrac27P_2+\tfrac{32}{35}P_4$
- $m=\pm2$: $\tfrac45-\tfrac47P_2-\tfrac8{35}P_4$

Weighting by $p_k$ and adding gives the general expansion. Lean writes out the sum and compares polynomials with `ring`.

```lean
/-- Legendre expansion of the quadrupole radiation for arbitrary sublevel populations. -/
theorem radiation_legendre (p : Fin 5 → ℝ) (x : ℝ) :
    radiation p x = 4 / 5 * (p 0 + p 1 + p 2 + p 3 + p 4)
      + 2 / 7 * (2 * p 2 + (p 1 + p 3) - 2 * (p 0 + p 4)) * P2 x
      - 8 / 35 * (6 * p 2 - 4 * (p 1 + p 3) + (p 0 + p 4)) * P4 x := by
  simp only [radiation, Fin.sum_univ_five]
  simp [pattern, P2, P4]
  ring
```

## The correlation of the cascade

The populations add up to $\tfrac{18}5$, so the constant term is $\tfrac45\cdot\tfrac{18}5=\tfrac{72}{25}$. The other two coefficients are
$$\tfrac27\left(\tfrac{12}7+\tfrac85-\tfrac{16}7\right)=\tfrac{72}{245},\qquad -\tfrac8{35}\left(\tfrac{36}7-\tfrac{32}5+\tfrac87\right)=\tfrac{32}{1225}.$$
Dividing by $\tfrac{72}{25}$ leaves $\tfrac5{49}$ and $\tfrac4{441}$.

The theorem is stated for the tensor emission in an arbitrary direction $n$. Its step `h` replaces the tensors by their patterns; the expansion and the population values then finish the calculation.

```lean
/-- The 4-2-0 gamma-gamma correlation: with the first photon along z, the second one is emitted
along `n` in proportion to `1 + (5/49) P2 + (4/441) P4` of the cosine between them. -/
theorem correlation_420 (n : Fin 3 → ℝ) (hn : n 0 ^ 2 + n 1 ^ 2 + n 2 ^ 2 = 1) :
    ∑ k, population k * emission k n
      = 72 / 25 * (1 + 5 / 49 * P2 (n 2) + 4 / 441 * P4 (n 2)) := by
  -- replace the tensors by their patterns, then insert the populations
  have h : ∑ k, population k * emission k n = radiation population (n 2) :=
    Finset.sum_congr rfl fun k _ => by rw [emission_eq_pattern k n hn]
  rw [h, radiation_legendre, population_values]
  simp
  ring
```

At 60°, for instance, $x=\tfrac12$ and the patterns for $|m|=0,1,2$ are $\tfrac98,\tfrac12,\tfrac{15}{16}$. The weighted sum is
$$\tfrac67\cdot\tfrac98+\tfrac85\cdot\tfrac12+\tfrac87\cdot\tfrac{15}{16}=\tfrac{397}{140}\approx2.836 .$$
The Legendre form agrees: $P_2=-\tfrac18$ and $P_4=-\tfrac{37}{128}$ give $2.88\,(1-0.01276-0.00262)\approx2.836$.

## Populations that radiate isotropically

Subtracting the value at 90° from the general pattern leaves $Ax^2+Bx^4$, with
$$A=6p_2-3(p_1+p_3),\qquad B=4(p_1+p_3)-6p_2-(p_0+p_4).$$
If this vanishes at $x=1$ and $x=\tfrac12$, then $A+B=0$ and $4A+B=0$, so $A=B=0$. Hence $p_1+p_3=2p_2$ and $p_0+p_4=2p_2$. Conversely, these two conditions make $A$ and $B$ zero.

In Lean, `e` is the difference formula, and the two directions of the proof follow the same argument. Only the pair sums appear, so an imbalance between $m$ and $-m$ does not show in an intensity summed over polarisations.

```lean
/-- The radiation is the same at all angles exactly when the pair `m = ±1` and the pair `m = ±2`
each carry twice the population of `m = 0`. -/
theorem isotropic_iff (p : Fin 5 → ℝ) :
    (∀ x ∈ Set.Icc (-1 : ℝ) 1, radiation p x = radiation p 0)
      ↔ p 1 + p 3 = 2 * p 2 ∧ p 0 + p 4 = 2 * p 2 := by
  have e : ∀ x, radiation p x - radiation p 0 = (6 * p 2 - 3 * (p 1 + p 3)) * x ^ 2
      + (4 * (p 1 + p 3) - 6 * p 2 - (p 0 + p 4)) * x ^ 4 := by
    intro x
    rw [radiation_legendre, radiation_legendre]
    unfold P2 P4
    ring
  constructor
  · intro h
    -- two angles suffice to fix both anisotropy coefficients
    have h1 := h 1 ⟨by norm_num, by norm_num⟩
    have h2 := h (1 / 2) ⟨by norm_num, by norm_num⟩
    have e1 := e 1
    have e2 := e (1 / 2)
    rw [h1] at e1
    rw [h2] at e2
    norm_num at e1 e2
    constructor <;> linarith
  · rintro ⟨h1, h2⟩ x _
    have ex := e x
    rw [h1, h2] at ex
    linarith
```

For the cascade the pair sums are $\tfrac85$ and $\tfrac87$, while $2p_2=\tfrac{12}7$. Neither condition is met.

## The rates at 180° and 90°

At $x=-1$ only $m=\pm1$ radiates, with pattern value 2, and the rate is $\tfrac85\cdot2=\tfrac{16}5$. At $x=0$ the $m=0$ pattern vanishes and the others equal 1, so the rate is $\tfrac85+\tfrac87=\tfrac{96}{35}$. The ratio is $\tfrac76$, for detectors small enough to define a single angle. Lean obtains it by evaluating the Legendre expansion at the two points.

```lean
/-- In the 4-2-0 cascade the rate at 180 degrees is 7/6 of the rate at 90 degrees. -/
theorem ratio_180_90 : radiation population (-1) = 7 / 6 * radiation population 0 := by
  rw [radiation_legendre, radiation_legendre, population_values]
  simp [P2, P4]
  all_goals norm_num

end

end GammaCascade420
```

```lean
#print axioms GammaCascade420.population_eq
#print axioms GammaCascade420.correlation_420
#print axioms GammaCascade420.isotropic_iff
#print axioms GammaCascade420.ratio_180_90
```

```
'GammaCascade420.population_eq' depends on axioms: [propext, Classical.choice, Quot.sound]
'GammaCascade420.correlation_420' depends on axioms: [propext, Classical.choice, Quot.sound]
'GammaCascade420.isotropic_iff' depends on axioms: [propext, Classical.choice, Quot.sound]
'GammaCascade420.ratio_180_90' depends on axioms: [propext, Classical.choice, Quot.sound]
```
